# Four plane waves at the square-lattice zone corner: the lowest level is exactly the antiphase doublet if and only if $V_2>|V_1|$

An electron moves in a weak periodic potential that has the full symmetry of a square lattice. At the zone corner $M$, four plane waves have the same kinetic energy, so even a weak potential mixes them strongly. Let $e$ be their common energy, $V_1$ the real coupling between adjacent waves around the corner, and $V_2$ the real coupling between opposite ones. The levels are $e+V_2+2V_1$, $e+V_2-2V_1$ and, twice, $e-V_2$. Which is lowest decides whether the two lowest bands touch at $M$ in this non-interacting, four-wave model.

## From the lattice to a four-by-four matrix

```lean
import Mathlib

open Matrix

namespace SquareLatticeCorner

noncomputable section
```

Below, a `def` introduces an object. A `theorem` states its claim before `:=` and proves it afterwards. The waves are numbered 0 to 3, and `c 0` is the amplitude $c_0$.

```lean
/-- First components of the four reciprocal lattice vectors around the zone corner,
in units of the primitive reciprocal vector and in cyclic order. -/
def gx : Fin 4 → ℤ := ![0, 1, 1, 0]
```

These are the first components of the reciprocal vectors $G_0,\dots,G_3$, in units of the primitive length $b$.

```lean
/-- Second components of the same four reciprocal lattice vectors. -/
def gy : Fin 4 → ℤ := ![0, 0, 1, 1]
```

With the second components, $G_0=(0,0)$, $G_1=(1,0)$, $G_2=(1,1)$ and $G_3=(0,1)$. They run around the square, so waves 0 and 2 are opposite, as are 1 and 3.

```lean
/-- Central-equation matrix of the four plane waves with wavevectors `G - (1/2, 1/2)`:
kinetic energy `t |k|²` on the diagonal, plus the Fourier coefficients `U` of the potential. -/
def centralMatrix (t : ℝ) (U : ℤ → ℤ → ℝ) : Matrix (Fin 4) (Fin 4) ℝ :=
  Matrix.of fun i j =>
    (if i = j then t * (((gx i : ℝ) - 1 / 2) ^ 2 + ((gy i : ℝ) - 1 / 2) ^ 2) else 0)
      + U (gx i - gx j) (gy i - gy j)
```

This is the central equation restricted to the wavevectors $G_i-M$, with $M=(\tfrac12,\tfrac12)$:
$$H_{ij}=t\,|G_i-M|^2\,\delta_{ij}+U(G_i-G_j).$$
Here $t=\hbar^2b^2/2m$ for an electron of mass $m$, and $U$ holds the Fourier coefficients of the potential, taken to be real. All other plane waves are left out; the nearest have kinetic energy $5t/2$, against $t/2$ for these four.

```lean
/-- Four degenerate waves of energy `e`, coupled by `V1` between adjacent waves and by `V2`
between opposite ones. -/
def cornerH (e V1 V2 : ℝ) : Matrix (Fin 4) (Fin 4) ℝ :=
  !![e, V1, V2, V1; V1, e, V1, V2; V2, V1, e, V1; V1, V2, V1, e]
```

Written as a matrix,
$$H=\begin{pmatrix}e&V_1&V_2&V_1\\V_1&e&V_1&V_2\\V_2&V_1&e&V_1\\V_1&V_2&V_1&e\end{pmatrix}.$$

```lean
/-- `E` is a level of `H` if some nonzero vector of amplitudes is an eigenvector with energy `E`. -/
def IsLevel (H : Matrix (Fin 4) (Fin 4) ℝ) (E : ℝ) : Prop :=
  ∃ c : Fin 4 → ℝ, c ≠ 0 ∧ H *ᵥ c = E • c
```

A level is an energy $E$ with $Hc=Ec$ for some $c\neq0$. Real amplitudes are enough here: since $H$ is real and symmetric, complex ones give the same levels with the same degeneracies. The symbol `*ᵥ` is matrix times vector, and `•` is number times vector.

```lean
/-- Four standing waves, one in each column, built from the plane waves with amplitudes `±1/2`. -/
def standingWaves : Matrix (Fin 4) (Fin 4) ℝ :=
  !![1/2, 1/2, 1/2, 1/2; 1/2, -1/2, 1/2, -1/2; 1/2, 1/2, -1/2, -1/2; 1/2, -1/2, -1/2, 1/2]
```

The columns are the normalised standing waves $\tfrac12(1,1,1,1)$, $\tfrac12(1,-1,1,-1)$, $\tfrac12(1,1,-1,-1)$ and $\tfrac12(1,-1,-1,1)$.

```lean
/-- The amplitudes for which opposite plane waves are in antiphase. -/
def doublet : Submodule ℝ (Fin 4 → ℝ) where
  carrier := {c | c 2 = -c 0 ∧ c 3 = -c 1}
  zero_mem' := by simp
  add_mem' {a b} ha hb := by
    have p : a 2 = -a 0 ∧ a 3 = -a 1 := ha
    have q : b 2 = -b 0 ∧ b 3 = -b 1 := hb
    show a 2 + b 2 = -(a 0 + b 0) ∧ a 3 + b 3 = -(a 1 + b 1)
    exact ⟨by linarith [p.1, q.1], by linarith [p.2, q.2]⟩
  smul_mem' := by
    intro r a ha
    have p : a 2 = -a 0 ∧ a 3 = -a 1 := ha
    show r * a 2 = -(r * a 0) ∧ r * a 3 = -(r * a 1)
    exact ⟨by rw [p.1]; ring, by rw [p.2]; ring⟩
```

The doublet space contains the amplitudes with $c_2=-c_0$ and $c_3=-c_1$: opposite waves are in antiphase. The remaining lines show that it contains zero and is closed under sums and multiples.

```lean
/-- For a potential with the reflection symmetries of the square, the central equation at the zone
corner, restricted to the four plane waves, has the matrix `cornerH` with `e = t / 2 + U 0 0`,
`V1 = U 1 0` and `V2 = U 1 1`. -/
theorem centralMatrix_eq (t : ℝ) (U : ℤ → ℤ → ℝ) (hx : ∀ m n, U (-m) n = U m n)
    (hd : ∀ m n, U n m = U m n) :
    centralMatrix t U = cornerH (t / 2 + U 0 0) (U 1 0) (U 1 1) := by
  -- symmetry-related Fourier coefficients
  have a1 : U (-1) 0 = U 1 0 := hx 1 0
  have a2 : U 0 1 = U 1 0 := hd 1 0
  have a3 : U 0 (-1) = U 1 0 := (hd (-1) 0).trans a1
  have b1 : U (-1) 1 = U 1 1 := hx 1 1
  have b2 : U 1 (-1) = U 1 1 := (hd (-1) 1).trans b1
  have b3 : U (-1) (-1) = U 1 1 := (hx 1 (-1)).trans b2
  ext i j
  fin_cases i <;> fin_cases j <;>
    simp [centralMatrix, cornerH, gx, gy, a1, a2, a3, b1, b2, b3] <;> ring
```

The hypotheses `hx` and `hd` say that $U$ is unchanged by $m\to-m$ and by exchanging $m$ and $n$, which are mirror symmetries of the square. By hand, $|G_i-M|^2=\tfrac14+\tfrac14=\tfrac12$, so $e=t/2+U(0,0)$. Adjacent waves differ by $(\pm1,0)$ or $(0,\pm1)$, and symmetry makes all these coefficients equal to $V_1=U(1,0)$. Opposite waves differ by $(\pm1,\pm1)$, which gives $V_2=U(1,1)$. The proof records these equalities, and `fin_cases` then goes through the sixteen entries.

The remaining theorems hold for any real $e$, $V_1$ and $V_2$.

## The levels and their standing waves

```lean
/-- The eigenvalue equation of the four-wave Hamiltonian, written out wave by wave. -/
theorem secular_iff (e V1 V2 E : ℝ) (c : Fin 4 → ℝ) :
    cornerH e V1 V2 *ᵥ c = E • c ↔
      e * c 0 + V1 * c 1 + V2 * c 2 + V1 * c 3 = E * c 0 ∧
      V1 * c 0 + e * c 1 + V1 * c 2 + V2 * c 3 = E * c 1 ∧
      V2 * c 0 + V1 * c 1 + e * c 2 + V1 * c 3 = E * c 2 ∧
      V1 * c 0 + V2 * c 1 + V1 * c 2 + e * c 3 = E * c 3 := by
  have act : cornerH e V1 V2 *ᵥ c =
      ![e * c 0 + V1 * c 1 + V2 * c 2 + V1 * c 3, V1 * c 0 + e * c 1 + V1 * c 2 + V2 * c 3,
        V2 * c 0 + V1 * c 1 + e * c 2 + V1 * c 3, V1 * c 0 + V2 * c 1 + V1 * c 2 + e * c 3] := by
    ext i
    fin_cases i <;> simp [cornerH, Matrix.mulVec, dotProduct, Fin.sum_univ_four]
  rw [act]
  constructor
  · intro h
    exact ⟨congrFun h 0, congrFun h 1, congrFun h 2, congrFun h 3⟩
  · rintro ⟨h0, h1, h2, h3⟩
    ext i
    fin_cases i
    exacts [h0, h1, h2, h3]
```

The vector equation $Hc=Ec$ is equivalent to four scalar equations, the first being
$$e c_0+V_1c_1+V_2c_2+V_1c_3=Ec_0.$$
The proof multiplies out $Hc$ and compares components.

```lean
/-- The standing waves are orthonormal and diagonalise the Hamiltonian, with energies
`e + V2 + 2 V1`, `e + V2 - 2 V1`, and `e - V2` twice. -/
theorem standingWaves_diagonalise (e V1 V2 : ℝ) :
    standingWavesᵀ * standingWaves = 1 ∧
    cornerH e V1 V2 * standingWaves = standingWaves *
      Matrix.diagonal ![e + V2 + 2 * V1, e + V2 - 2 * V1, e - V2, e - V2] := by
  constructor
  · -- the matrix of standing waves is symmetric
    have symm : standingWavesᵀ = standingWaves := by
      ext i j
      fin_cases i <;> fin_cases j <;> rfl
    rw [symm]
    ext i j
    fin_cases i <;> fin_cases j <;>
      simp [standingWaves, Matrix.mul_apply, Fin.sum_univ_four] <;> norm_num
  · ext i j
    rw [Matrix.mul_diagonal]
    fin_cases i <;> fin_cases j <;>
      simp [standingWaves, cornerH, Matrix.mul_apply, Fin.sum_univ_four] <;> ring
```

With $S$ for the matrix of standing waves, this says $S^{T}S=1$ and $HS=SD$, where $D$ is diagonal and holds the four energies. By hand, apply $H$ to each column:

- With equal amplitudes, every row gives $e+V_2+2V_1$.
- With alternating signs, the adjacent waves contribute with a minus sign, giving $e+V_2-2V_1$.
- In antiphase, the two neighbours of each wave cancel and the opposite wave contributes $-V_2$, giving $e-V_2$ for both remaining columns.

Lean checks both matrix identities entry by entry.

```lean
/-- The four-wave Hamiltonian has the levels `e + V2 + 2 V1`, `e + V2 - 2 V1` and `e - V2`,
and no others. -/
theorem isLevel_iff (e V1 V2 E : ℝ) : IsLevel (cornerH e V1 V2) E ↔
    E = e + V2 + 2 * V1 ∨ E = e + V2 - 2 * V1 ∨ E = e - V2 := by
  constructor
  · rintro ⟨c, hc, h⟩
    obtain ⟨h0, h1, h2, h3⟩ := (secular_iff e V1 V2 E c).1 h
    by_contra hE
    simp only [not_or] at hE
    obtain ⟨ha, hb, hd⟩ := hE
    -- each symmetry-adapted amplitude vanishes unless `E` is its own energy
    have s1 : c 0 + c 1 + c 2 + c 3 = 0 :=
      (mul_eq_zero.1 (show (E - (e + V2 + 2 * V1)) * (c 0 + c 1 + c 2 + c 3) = 0 by
        linear_combination -h0 - h1 - h2 - h3)).resolve_left (sub_ne_zero.2 ha)
    have s2 : c 0 - c 1 + c 2 - c 3 = 0 :=
      (mul_eq_zero.1 (show (E - (e + V2 - 2 * V1)) * (c 0 - c 1 + c 2 - c 3) = 0 by
        linear_combination -h0 + h1 - h2 + h3)).resolve_left (sub_ne_zero.2 hb)
    have s3 : c 0 - c 2 = 0 :=
      (mul_eq_zero.1 (show (E - (e - V2)) * (c 0 - c 2) = 0 by
        linear_combination -h0 + h2)).resolve_left (sub_ne_zero.2 hd)
    have s4 : c 1 - c 3 = 0 :=
      (mul_eq_zero.1 (show (E - (e - V2)) * (c 1 - c 3) = 0 by
        linear_combination -h1 + h3)).resolve_left (sub_ne_zero.2 hd)
    apply hc
    ext i
    fin_cases i
    · show c 0 = 0
      linarith
    · show c 1 = 0
      linarith
    · show c 2 = 0
      linarith
    · show c 3 = 0
      linarith
  · rintro (rfl | rfl | rfl)
    · refine ⟨![1, 1, 1, 1], fun h => by simpa using congrFun h 0, (secular_iff _ _ _ _ _).2 ?_⟩
      refine ⟨?_, ?_, ?_, ?_⟩ <;> simp <;> ring
    · refine ⟨![1, -1, 1, -1], fun h => by simpa using congrFun h 0, (secular_iff _ _ _ _ _).2 ?_⟩
      refine ⟨?_, ?_, ?_, ?_⟩ <;> simp <;> ring
    · refine ⟨![1, 0, -1, 0], fun h => by simpa using congrFun h 0, (secular_iff _ _ _ _ _).2 ?_⟩
      refine ⟨?_, ?_, ?_, ?_⟩ <;> simp <;> ring
```

To exclude other levels, combine the four equations:
$$\begin{aligned}(E-e-V_2-2V_1)(c_0+c_1+c_2+c_3)&=0,\\(E-e-V_2+2V_1)(c_0-c_1+c_2-c_3)&=0,\\(E-e+V_2)(c_0-c_2)&=0,\\(E-e+V_2)(c_1-c_3)&=0.\end{aligned}$$
If $E$ is none of the listed energies, all four amplitude combinations vanish. Then $c_0=c_2$, $c_1=c_3$, and the first two combinations give $c_0=c_1=0$, contradicting $c\neq0$. In Lean these are `s1` to `s4`, and `linear_combination` names the sums of equations used.

Conversely, each energy gets an explicit eigenvector. In normalised form they are $\tfrac12(1,1,1,1)$, $\tfrac12(1,-1,1,-1)$ and $\tfrac1{\sqrt2}(1,0,-1,0)$.

## When the degeneracy is exactly two

```lean
/-- The antiphase amplitudes form a two-dimensional space. -/
theorem finrank_doublet : Module.finrank ℝ doublet = 2 := by
  let f : doublet ≃ₗ[ℝ] ℝ × ℝ :=
    { toFun := fun c => (c.1 0, c.1 1)
      map_add' := fun _ _ => rfl
      map_smul' := fun _ _ => rfl
      invFun := fun a => ⟨![a.1, a.2, -a.1, -a.2],
        (And.intro rfl rfl : (-a.1 = -a.1) ∧ (-a.2 = -a.2))⟩
      left_inv := by
        rintro ⟨c, hc⟩
        have p : c 2 = -c 0 ∧ c 3 = -c 1 := hc
        apply Subtype.ext
        ext i
        fin_cases i
        exacts [rfl, rfl, p.1.symm, p.2.symm]
      right_inv := fun _ => rfl }
  rw [f.finrank_eq]
  simp
```

An antiphase vector is fixed by $c_0$ and $c_1$, which are free. The map `f` expresses this as a linear equivalence with $\mathbb R^2$, so the dimension, `finrank`, is 2.

```lean
/-- The level `e - V2` is exactly twofold degenerate if and only if the two couplings differ
in magnitude. -/
theorem twofold_iff (e V1 V2 : ℝ) :
    Module.finrank ℝ (Module.End.eigenspace (Matrix.toLin' (cornerH e V1 V2)) (e - V2)) = 2 ↔
      |V1| ≠ |V2| := by
  have mem : ∀ c, c ∈ Module.End.eigenspace (Matrix.toLin' (cornerH e V1 V2)) (e - V2) ↔
      cornerH e V1 V2 *ᵥ c = (e - V2) • c := by
    intro c
    rw [Module.End.mem_eigenspace_iff, Matrix.toLin'_apply]
  have le : doublet ≤ Module.End.eigenspace (Matrix.toLin' (cornerH e V1 V2)) (e - V2) := by
    intro c hc
    obtain ⟨p, q⟩ : c 2 = -c 0 ∧ c 3 = -c 1 := hc
    rw [mem, secular_iff]
    exact ⟨by linear_combination V2 * p + V1 * q, by linear_combination V1 * p + V2 * q,
      by linear_combination V2 * p + V1 * q, by linear_combination V1 * p + V2 * q⟩
  constructor
  · intro h habs
    have eq := Submodule.eq_of_le_of_finrank_eq le (by rw [finrank_doublet, h])
    -- at equal magnitudes a third standing wave joins the level
    rcases abs_eq_abs.1 habs with hv | hv
    · have hm : (![1, -1, 1, -1] : Fin 4 → ℝ) ∈ doublet := by
        rw [eq, mem, secular_iff, hv]
        refine ⟨?_, ?_, ?_, ?_⟩ <;> simp <;> ring
      have h1 : (1 : ℝ) = -1 := hm.1
      norm_num at h1
    · have hm : (![1, 1, 1, 1] : Fin 4 → ℝ) ∈ doublet := by
        rw [eq, mem, secular_iff, hv]
        refine ⟨?_, ?_, ?_, ?_⟩ <;> simp <;> ring
      have h1 : (1 : ℝ) = -1 := hm.1
      norm_num at h1
  · intro h
    have ge : Module.End.eigenspace (Matrix.toLin' (cornerH e V1 V2)) (e - V2) ≤ doublet := by
      intro c hc
      obtain ⟨h0, h1, _, _⟩ := (secular_iff _ _ _ _ _).1 ((mem c).1 hc)
      have hp : V2 + V1 ≠ 0 := fun k => h (abs_eq_abs.2 (Or.inr (by linarith)))
      have hm : V2 - V1 ≠ 0 := fun k => h (abs_eq_abs.2 (Or.inl (by linarith)))
      have s1 := (mul_eq_zero.1 (show (V2 + V1) * (c 0 + c 1 + c 2 + c 3) = 0 by
        linear_combination h0 + h1)).resolve_left hp
      have s2 := (mul_eq_zero.1 (show (V2 - V1) * (c 0 - c 1 + c 2 - c 3) = 0 by
        linear_combination h0 - h1)).resolve_left hm
      show c 2 = -c 0 ∧ c 3 = -c 1
      exact ⟨by linarith, by linarith⟩
    rw [le_antisymm ge le, finrank_doublet]
```

Degeneracy is the dimension of the eigenspace. The doublet always lies in the eigenspace of $e-V_2$; the question is whether anything else does. At $E=e-V_2$ the first two equations become
$$\begin{aligned}V_2(c_0+c_2)+V_1(c_1+c_3)&=0,\\V_1(c_0+c_2)+V_2(c_1+c_3)&=0.\end{aligned}$$
Their sum and difference are
$$\begin{aligned}(V_2+V_1)(c_0+c_1+c_2+c_3)&=0,\\(V_2-V_1)(c_0-c_1+c_2-c_3)&=0.\end{aligned}$$
If $|V_1|\neq|V_2|$, both prefactors are nonzero, so $c_2=-c_0$ and $c_3=-c_1$: the eigenspace is the doublet. If $V_1=V_2$, the alternating wave also has energy $e-V_2$; if $V_1=-V_2$, the uniform wave does. Lean shows that such a wave would have to lie in the doublet if the dimension were 2, which it does not.

## Which level is lowest

```lean
/-- The level `e - V2` is lowest, possibly tied with another, if and only if `|V1| ≤ V2`. -/
theorem doublet_lowest_iff (e V1 V2 : ℝ) :
    IsLeast {E | IsLevel (cornerH e V1 V2) E} (e - V2) ↔ |V1| ≤ V2 := by
  constructor
  · rintro ⟨_, h⟩
    have a : e - V2 ≤ e + V2 + 2 * V1 := h ((isLevel_iff e V1 V2 _).2 (Or.inl rfl))
    have b : e - V2 ≤ e + V2 - 2 * V1 := h ((isLevel_iff e V1 V2 _).2 (Or.inr (Or.inl rfl)))
    exact abs_le.2 ⟨by linarith, by linarith⟩
  · intro h
    obtain ⟨a, b⟩ := abs_le.1 h
    refine ⟨(isLevel_iff e V1 V2 _).2 (Or.inr (Or.inr rfl)), fun E hE => ?_⟩
    rcases (isLevel_iff e V1 V2 E).1 hE with k | k | k <;> linarith
```

`IsLeast` means that $e-V_2$ is a level and no level lies below it. Comparison with the other two gives $-V_1\le V_2$ and $V_1\le V_2$, that is, $|V_1|\le V_2$. Ties are allowed.

```lean
/-- The level `e + V2 - 2 |V1|` is lowest, possibly tied with another, if and only if
`V2 ≤ |V1|`. -/
theorem singlet_lowest_iff (e V1 V2 : ℝ) :
    IsLeast {E | IsLevel (cornerH e V1 V2) E} (e + V2 - 2 * |V1|) ↔ V2 ≤ |V1| := by
  constructor
  · rintro ⟨_, h⟩
    have a : e + V2 - 2 * |V1| ≤ e - V2 := h ((isLevel_iff e V1 V2 _).2 (Or.inr (Or.inr rfl)))
    linarith
  · intro h
    refine ⟨(isLevel_iff e V1 V2 _).2 ?_, fun E hE => ?_⟩
    · rcases abs_choice V1 with k | k
      · exact Or.inr (Or.inl (by rw [k]))
      · exact Or.inl (by rw [k]; ring)
    · have a := le_abs_self V1
      have b := neg_abs_le V1
      rcases (isLevel_iff e V1 V2 E).1 hE with k | k | k <;> linarith
```

The lower of the other two levels is $e+V_2-2|V_1|$. It is at most $e-V_2$ exactly when $V_2\le|V_1|$. The proof uses `abs_choice` to split on the sign of $V_1$.

```lean
/-- The lowest level at the zone corner is `e - V2` with degeneracy exactly two if and only if
`V2 > |V1|`. -/
theorem ground_level_twofold_iff (e V1 V2 : ℝ) :
    (IsLeast {E | IsLevel (cornerH e V1 V2) E} (e - V2) ∧
      Module.finrank ℝ (Module.End.eigenspace (Matrix.toLin' (cornerH e V1 V2)) (e - V2)) = 2) ↔
      |V1| < V2 := by
  rw [doublet_lowest_iff, twofold_iff]
  constructor
  · rintro ⟨h, hn⟩
    have h2 : |V2| = V2 := abs_of_nonneg ((abs_nonneg V1).trans h)
    exact lt_of_le_of_ne h (fun k => hn (k.trans h2.symm))
  · intro h
    have h2 : |V2| = V2 := abs_of_pos ((abs_nonneg V1).trans_lt h)
    exact ⟨h.le, fun k => h.ne (k.trans h2)⟩

end

end SquareLatticeCorner
```

```lean
#print axioms SquareLatticeCorner.centralMatrix_eq
-- 'SquareLatticeCorner.centralMatrix_eq' depends on axioms: [propext, Classical.choice, Quot.sound]
#print axioms SquareLatticeCorner.standingWaves_diagonalise
-- 'SquareLatticeCorner.standingWaves_diagonalise' depends on axioms: [propext, Classical.choice, Quot.sound]
#print axioms SquareLatticeCorner.singlet_lowest_iff
-- 'SquareLatticeCorner.singlet_lowest_iff' depends on axioms: [propext, Classical.choice, Quot.sound]
#print axioms SquareLatticeCorner.ground_level_twofold_iff
-- 'SquareLatticeCorner.ground_level_twofold_iff' depends on axioms: [propext, Classical.choice, Quot.sound]
```

Being lowest requires $|V_1|\le V_2$, hence $V_2\ge0$ and $|V_2|=V_2$. Exact twofold degeneracy then excludes equality, leaving $|V_1|<V_2$. The converse is immediate. The theorem concerns the level $e-V_2$ specifically: for $V_1=0$ and $V_2<0$ the lowest level is also twofold, but it is $e+V_2$.

In a plane-wave calculation for this two-dimensional model, with a local potential that has the symmetries above, this matrix is the block of the four lowest waves at $M$. With $t=10$ eV, $U(0,0)=0$, $V_1=0.1$ eV and $V_2=0.3$ eV, the block gives 4.7 eV twice, then 5.1 and 5.5 eV. A numerical diagonaliser may return any orthonormal pair from the doublet, not necessarily the last two columns of `standingWaves`. Enlarging the basis adds corrections that start at second order in the potential.
